# The symmetric logarithmic derivative of a positive definite density matrix and its Fisher information

To compute the quantum Fisher information of a full-rank mixed state in finite dimension, one can diagonalise the density matrix $\rho$, take the matrix elements $D_{ij}$ of its parameter derivative $D=\partial_\theta\rho$ in the orthonormal eigenbasis, divide each $|D_{ij}|^2$ by the sum of eigenvalues $p_i+p_j$, and add up twice the results. This rests on two facts: the equation $\rho L+L\rho=2D$ has exactly one solution $L$, and $\mathrm{tr}(\rho L^2)$ equals that sum.

```lean
import Mathlib

open Matrix
open scoped ComplexOrder ComplexConjugate

noncomputable section

namespace SymmetricLogarithmicDerivative

variable {n : Type*} [Fintype n] [DecidableEq n]

/-- The matrix `U† A U`. For unitary `U` it represents the operator `A` in the basis formed by the
columns of `U`. -/
def inBasis (U A : Matrix n n ℂ) : Matrix n n ℂ := Uᴴ * A * U

/-- The columns of the unitary `U` are eigenvectors of `ρ` with real eigenvalues `p`:
`ρ = U diag(p) U†`. -/
structure IsEigenbasis (ρ U : Matrix n n ℂ) (p : n → ℝ) : Prop where
  unitary : Uᴴ * U = 1
  spectral : ρ = U * diagonal (fun i => (p i : ℂ)) * Uᴴ

/-- `L` is a symmetric logarithmic derivative of `ρ` along `D`: `ρ L + L ρ = 2 D`. -/
def IsSLD (ρ D L : Matrix n n ℂ) : Prop := ρ * L + L * ρ = (2 : ℂ) • D

/-- For unitary `U`, passing to the basis `U` and passing back undo each other. -/
theorem inBasis_roundtrip {U : Matrix n n ℂ} (hU : Uᴴ * U = 1) (A : Matrix n n ℂ) :
    inBasis U (U * A * Uᴴ) = A ∧ U * inBasis U A * Uᴴ = A := by
  have hU' : U * Uᴴ = 1 := mul_eq_one_comm.mp hU
  constructor
  · calc inBasis U (U * A * Uᴴ) = (Uᴴ * U) * A * (Uᴴ * U) := by
          unfold inBasis; noncomm_ring
      _ = A := by rw [hU, Matrix.one_mul, Matrix.mul_one]
  · calc U * inBasis U A * Uᴴ = (U * Uᴴ) * A * (U * Uᴴ) := by
          unfold inBasis; noncomm_ring
      _ = A := by rw [hU', Matrix.one_mul, Matrix.mul_one]

/-- Every Hermitian matrix has an orthonormal eigenbasis with real eigenvalues. -/
theorem exists_eigenbasis {ρ : Matrix n n ℂ} (hρ : ρ.IsHermitian) :
    ∃ (U : Matrix n n ℂ) (p : n → ℝ), IsEigenbasis ρ U p := by
  refine ⟨hρ.eigenvectorUnitary, hρ.eigenvalues, ?_, ?_⟩
  · exact Matrix.mem_unitaryGroup_iff'.mp hρ.eigenvectorUnitary.2
  · have h := hρ.spectral_theorem
    rw [Unitary.conjStarAlgAut_apply] at h
    exact h

/-- The eigenvalues of a positive definite matrix are positive. -/
theorem eigenvalue_pos {ρ U : Matrix n n ℂ} {p : n → ℝ} (hρ : ρ.PosDef)
    (h : IsEigenbasis ρ U p) (i : n) : 0 < p i := by
  have hm : Uᴴ * ρ * U = diagonal (fun i => (p i : ℂ)) := by
    rw [h.spectral]
    exact (inBasis_roundtrip h.unitary _).1
  -- test positivity on the i-th eigenvector
  have hx : U *ᵥ (Pi.single i 1 : n → ℂ) ≠ 0 := by
    intro h0
    have h1 := congrArg (fun v => Uᴴ *ᵥ v) h0
    simp only [Matrix.mulVec_mulVec, h.unitary, Matrix.one_mulVec, Matrix.mulVec_zero] at h1
    have h2 := congrFun h1 i
    simp at h2
  have hpos := hρ.dotProduct_mulVec_pos hx
  have hv : Uᴴ *ᵥ (ρ *ᵥ (U *ᵥ (Pi.single i 1 : n → ℂ)))
      = diagonal (fun i => (p i : ℂ)) *ᵥ (Pi.single i 1 : n → ℂ) := by
    rw [← hm]
    simp only [Matrix.mulVec_mulVec, Matrix.mul_assoc]
  rw [Matrix.star_mulVec, ← Matrix.dotProduct_mulVec, hv] at hpos
  simp only [dotProduct, Matrix.mulVec_diagonal, Pi.star_apply, Pi.single_apply] at hpos
  simpa using hpos

/-- In an eigenbasis of `ρ` the defining equation decouples into one scalar equation
`(p_i + p_j) L_ij = 2 D_ij` for each matrix element. -/
theorem isSLD_iff {ρ U : Matrix n n ℂ} {p : n → ℝ} (h : IsEigenbasis ρ U p)
    (D L : Matrix n n ℂ) :
    IsSLD ρ D L ↔
      ∀ i j, ((p i : ℂ) + p j) * inBasis U L i j = 2 * inBasis U D i j := by
  have key : inBasis U (ρ * L + L * ρ) = diagonal (fun i => (p i : ℂ)) * inBasis U L
      + inBasis U L * diagonal (fun i => (p i : ℂ)) := by
    rw [h.spectral]
    unfold inBasis
    generalize diagonal (fun i => (p i : ℂ)) = P
    calc _ = (Uᴴ * U) * P * (Uᴴ * L * U) + (Uᴴ * L * U) * P * (Uᴴ * U) := by noncomm_ring
      _ = _ := by rw [h.unitary, Matrix.one_mul, Matrix.mul_one]
  have key2 : ∀ i j, inBasis U (ρ * L + L * ρ) i j
      = ((p i : ℂ) + p j) * inBasis U L i j := by
    intro i j
    rw [key, Matrix.add_apply, Matrix.diagonal_mul, Matrix.mul_diagonal]
    ring
  have key3 : ∀ i j, inBasis U ((2 : ℂ) • D) i j = 2 * inBasis U D i j := by
    intro i j
    simp [inBasis]
  constructor
  · intro hL i j
    have hL' : ρ * L + L * ρ = (2 : ℂ) • D := hL
    rw [← key2, ← key3, hL']
  · intro hL
    have e : inBasis U (ρ * L + L * ρ) = inBasis U ((2 : ℂ) • D) := by
      ext i j
      rw [key2, key3]
      exact hL i j
    show ρ * L + L * ρ = (2 : ℂ) • D
    rw [← (inBasis_roundtrip h.unitary (ρ * L + L * ρ)).2, e,
      (inBasis_roundtrip h.unitary _).2]

/-- For positive definite `ρ` and any matrix `D`, exactly one matrix `L` solves
`ρ L + L ρ = 2 D`. -/
theorem existsUnique_sld {ρ : Matrix n n ℂ} (hρ : ρ.PosDef) (D : Matrix n n ℂ) :
    ∃! L, IsSLD ρ D L := by
  obtain ⟨U, p, h⟩ := exists_eigenbasis hρ.isHermitian
  have hne : ∀ i j, (p i : ℂ) + p j ≠ 0 := fun i j => by
    exact_mod_cast (add_pos (eigenvalue_pos hρ h i) (eigenvalue_pos hρ h j)).ne'
  refine ⟨U * Matrix.of (fun i j => 2 * inBasis U D i j / ((p i : ℂ) + p j)) * Uᴴ, ?_, ?_⟩
  · refine (isSLD_iff h D _).mpr fun i j => ?_
    rw [(inBasis_roundtrip h.unitary _).1, Matrix.of_apply]
    exact mul_div_cancel₀ _ (hne i j)
  · intro L hL
    rw [← (inBasis_roundtrip h.unitary L).2]
    congr 2
    ext i j
    rw [Matrix.of_apply, eq_div_iff (hne i j), mul_comm]
    exact (isSLD_iff h D L).mp hL i j

/-- If `ρ L + L ρ = 2 D`, then `tr(ρ L²) = tr(D L)`. -/
theorem trace_sld_sq {ρ D L : Matrix n n ℂ} (hL : IsSLD ρ D L) :
    trace (ρ * L ^ 2) = trace (D * L) := by
  have h1 := congrArg (fun X => trace (X * L)) hL
  simp only [Matrix.add_mul, Matrix.trace_add, Matrix.smul_mul, Matrix.trace_smul,
    smul_eq_mul] at h1
  have h2 : trace (L * ρ * L) = trace (ρ * L * L) := by
    rw [Matrix.mul_assoc, Matrix.trace_mul_comm]
  rw [pow_two, ← Matrix.mul_assoc]
  linear_combination h1 / 2 - h2 / 2

/-- For positive definite `ρ` and Hermitian `D`, exactly one `L` solves `ρ L + L ρ = 2 D`; it is
Hermitian, and `tr(ρ L²) = 2 ∑ |D_ij|² / (p_i + p_j)`, with `D_ij` the matrix elements of `D` in any
orthonormal eigenbasis of `ρ` and `p_i` the eigenvalues. -/
theorem sld_fisher_information {ρ D : Matrix n n ℂ} (hρ : ρ.PosDef) (hD : D.IsHermitian) :
    (∃! L, IsSLD ρ D L) ∧ ∀ L, IsSLD ρ D L → L.IsHermitian ∧
      ∀ (U : Matrix n n ℂ) (p : n → ℝ), IsEigenbasis ρ U p →
        trace (ρ * L ^ 2)
          = ((2 * ∑ i, ∑ j, ‖inBasis U D i j‖ ^ 2 / (p i + p j) : ℝ) : ℂ) := by
  refine ⟨existsUnique_sld hρ D, fun L hL => ⟨?_, fun U p h => ?_⟩⟩
  · -- the adjoint solves the same equation
    have h1 := congrArg conjTranspose hL
    simp only [conjTranspose_add, conjTranspose_mul, conjTranspose_smul,
      hρ.isHermitian.eq, hD.eq, star_ofNat] at h1
    refine (existsUnique_sld hρ D).unique ?_ hL
    show ρ * Lᴴ + Lᴴ * ρ = (2 : ℂ) • D
    rw [add_comm]
    exact h1
  · have hU' : U * Uᴴ = 1 := mul_eq_one_comm.mp h.unitary
    have hprod : inBasis U D * inBasis U L = Uᴴ * (D * L * U) := by
      calc inBasis U D * inBasis U L = Uᴴ * D * (U * Uᴴ) * (L * U) := by
            unfold inBasis; noncomm_ring
        _ = Uᴴ * (D * L * U) := by rw [hU', Matrix.mul_one]; noncomm_ring
    have ht : trace (D * L) = trace (inBasis U D * inBasis U L) := by
      rw [hprod, Matrix.trace_mul_comm Uᴴ, Matrix.mul_assoc (D * L), hU', Matrix.mul_one]
    have hD' : (inBasis U D).IsHermitian := by
      simp [Matrix.IsHermitian, inBasis, conjTranspose_mul, hD.eq, Matrix.mul_assoc]
    rw [trace_sld_sq hL, ht]
    simp only [Matrix.trace, Matrix.diag_apply, Matrix.mul_apply]
    push_cast
    simp only [Finset.mul_sum]
    refine Finset.sum_congr rfl fun i _ => Finset.sum_congr rfl fun j _ => ?_
    -- insert the matrix elements of L
    have hne : (p i : ℂ) + p j ≠ 0 := by
      exact_mod_cast (add_pos (eigenvalue_pos hρ h i) (eigenvalue_pos hρ h j)).ne'
    have hent := (isSLD_iff h D L).mp hL j i
    have hstar : inBasis U D j i = conj (inBasis U D i j) := (hD'.apply j i).symm
    rw [← Complex.mul_conj', ← mul_div_assoc, eq_div_iff hne]
    linear_combination inBasis U D i j * hent + 2 * inBasis U D i j * hstar

/-- Let `ρ` be positive definite with eigenvalues `p_i`, and let `ρ L + L ρ = 2 D`. If `D` is
diagonal in the same orthonormal eigenbasis, with real diagonal entries `d_i`, then
`tr(ρ L²) = ∑ d_i² / p_i`. This has the form of the classical Fisher information of probabilities
`p_i` with parameter derivatives `d_i`. -/
theorem classical_fisher_information {ρ D L U : Matrix n n ℂ} {p d : n → ℝ}
    (hρ : ρ.PosDef) (h : IsEigenbasis ρ U p) (hd : IsEigenbasis D U d)
    (hL : IsSLD ρ D L) : trace (ρ * L ^ 2) = ((∑ i, d i ^ 2 / p i : ℝ) : ℂ) := by
  have hD : D.IsHermitian := by
    rw [hd.spectral]
    apply Matrix.isHermitian_mul_mul_conjTranspose
    ext i j
    by_cases hij : i = j
    · subst hij; simp
    · simp [hij, Ne.symm hij]
  have hdiag : inBasis U D = diagonal (fun i => (d i : ℂ)) := by
    rw [hd.spectral]
    exact (inBasis_roundtrip h.unitary _).1
  rw [((sld_fisher_information hρ hD).2 L hL).2 U p h, hdiag]
  congr 1
  rw [Finset.mul_sum]
  refine Finset.sum_congr rfl fun i _ => ?_
  -- only the diagonal term survives
  rw [Finset.sum_eq_single i]
  · have hp := (eigenvalue_pos hρ h i).ne'
    rw [Matrix.diagonal_apply_eq, Complex.norm_real, Real.norm_eq_abs, sq_abs, ← two_mul]
    field_simp
  · intro j _ hj
    simp [Matrix.diagonal_apply_ne _ (Ne.symm hj)]
  · simp

/-- If a Hermitian `ρ` has a zero eigenvalue, then any solution `L` of `ρ L + L ρ = 2 D` is
accompanied by a different solution. -/
theorem sld_not_unique {ρ D L U : Matrix n n ℂ} {p : n → ℝ} (h : IsEigenbasis ρ U p)
    {k : n} (hk : p k = 0) (hL : IsSLD ρ D L) : ∃ L', L' ≠ L ∧ IsSLD ρ D L' := by
  -- add the projector onto the null eigenvector
  have hE := (inBasis_roundtrip h.unitary (Matrix.single k k (1 : ℂ))).1
  refine ⟨L + U * Matrix.single k k 1 * Uᴴ, fun h0 => ?_, ?_⟩
  · rw [add_eq_left.mp h0] at hE
    have h1 := congrFun (congrFun hE k) k
    simp [inBasis] at h1
  · refine (isSLD_iff h D _).mpr fun i j => ?_
    have hadd : inBasis U (L + U * Matrix.single k k 1 * Uᴴ)
        = inBasis U L + Matrix.single k k 1 := by
      calc inBasis U (L + U * Matrix.single k k 1 * Uᴴ)
          = inBasis U L + inBasis U (U * Matrix.single k k 1 * Uᴴ) := by
            simp only [inBasis, Matrix.mul_add, Matrix.add_mul]
        _ = inBasis U L + Matrix.single k k 1 := by rw [hE]
    have hzero : ((p i : ℂ) + p j) * Matrix.single k k (1 : ℂ) i j = 0 := by
      by_cases hij : k = i ∧ k = j
      · rw [← hij.1, ← hij.2, hk]; simp
      · simp [Matrix.single, hij]
    rw [hadd, Matrix.add_apply, mul_add, hzero, add_zero]
    exact (isSLD_iff h D L).mp hL i j

end SymmetricLogarithmicDerivative
```

```lean
#print axioms SymmetricLogarithmicDerivative.classical_fisher_information
-- 'SymmetricLogarithmicDerivative.classical_fisher_information' depends on axioms: [propext, Classical.choice, Quot.sound]
#print axioms SymmetricLogarithmicDerivative.sld_not_unique
-- 'SymmetricLogarithmicDerivative.sld_not_unique' depends on axioms: [propext, Classical.choice, Quot.sound]
```

## One operator and one number

A state $\rho(\theta)$ depends on a parameter $\theta$, such as a field strength or a temperature, and the question is how sensitively it responds to a small change of $\theta$. For a probability distribution the answer uses the logarithmic derivative $\partial_\theta\ln p_i$. For a density matrix, $\rho$ and $\partial_\theta\rho$ need not commute, and the symmetrised product in $\rho L+L\rho=2\,\partial_\theta\rho$ defines a replacement $L$, the symmetric logarithmic derivative. The quantum Fisher information is $\mathrm{tr}(\rho L^2)$.

The main theorem, `sld_fisher_information`, takes a positive definite $\rho$ and a Hermitian $D$. It says that exactly one matrix $L$ solves the equation, that this $L$ is Hermitian, and that in every orthonormal eigenbasis of $\rho$

$$\mathrm{tr}(\rho L^2)=2\sum_{i,j}\frac{|D_{ij}|^2}{p_i+p_j}.$$

The sum runs over all ordered pairs, including $i=j$. Since the left side does not refer to a basis, the phases of the eigenvectors and the choice of basis within a degenerate level have no effect on the value.

## Matrices, eigenbases and the derivative

The operators are complex square matrices whose rows and columns are labelled by a finite type `n`; this letter is the index set, not a level number. `ρ.PosDef` means that $\rho$ is Hermitian and $x^\dagger\rho x>0$ for every nonzero vector $x$. Physically, every state in the space is populated, as in a Gibbs state of a finite system at nonzero temperature.

`IsEigenbasis ρ U p` says that $U^\dagger U=1$ and $\rho=U\,\mathrm{diag}(p)\,U^\dagger$ with real $p_i$, so the columns of $U$ are normalised eigenvectors. `inBasis U D` is $U^\dagger DU$, and its entries are the $D_{ij}$ of the formula. `IsSLD ρ D L` is the defining equation, with the factor 2 on the side of $D$; this fixes the normalisation of the Fisher information. The trace is a complex number in Lean, and its equality with a real sum written as a complex number also says that it is real.

The step from these matrices to an experiment is the identification of $D$ with $\partial_\theta\rho$: the theorems contain no parameter and no differentiation. A normalised family of states has $\mathrm{tr}\,\rho=1$ and $\mathrm{tr}\,D=0$, but neither condition is needed. For a single parameter and a finite-dimensional full-rank state, the formula supplies the number that enters quantum estimates of attainable precision; the precision bound itself is a separate result.

## The equation decouples in the eigenbasis

Write $P=\mathrm{diag}(p)$ and $A'=U^\dagger AU$ for any matrix $A$. Because $U$ is square, $U^\dagger U=1$ also gives $UU^\dagger=1$, hence $A=UA'U^\dagger$. This is `inBasis_roundtrip`. The existence of an eigenbasis, `exists_eigenbasis`, comes from Mathlib's spectral theorem.

The eigenvalues are positive because the $i$-th column $u_i$ of $U$ is nonzero and

$$0<u_i^\dagger\rho u_i=p_i.$$

In `eigenvalue_pos` this column appears as $U$ applied to the $i$-th unit vector.

Transforming the left side of the defining equation gives

$$U^\dagger(\rho L+L\rho)U=PL'+L'P,$$

whose $(i,j)$ entry is $p_iL'_{ij}+L'_{ij}p_j$. The matrix equation is therefore equivalent to

$$(p_i+p_j)L'_{ij}=2D'_{ij}\qquad\text{for all }i,j.$$

This is `isSLD_iff`. Its auxiliary statements `key`, `key2` and `key3` compute the two transformed sides, and the round trip leads from the entries back to the matrix equation.

Since $p_i+p_j>0$, each scalar equation has the single solution

$$L'_{ij}=\frac{2D'_{ij}}{p_i+p_j}.$$

`existsUnique_sld` builds the matrix with these entries, transforms it back and checks the equation; any other solution must have the same entries. This part holds for every matrix $D$, Hermitian or not.

Hermiticity follows from uniqueness. The adjoint of the defining equation is $L^\dagger\rho+\rho L^\dagger=2D$, because $\rho$ and $D$ are Hermitian. So $L^\dagger$ solves the same equation as $L$, and the two coincide.

## From the trace to the sum over eigenvalues

Multiply $\rho L+L\rho=2D$ by $L$ from the right and take the trace:

$$\mathrm{tr}(\rho L^2)+\mathrm{tr}(L\rho L)=2\,\mathrm{tr}(DL).$$

By cyclicity the two terms on the left are equal, so $\mathrm{tr}(\rho L^2)=\mathrm{tr}(DL)$. This is `trace_sld_sq`, where `linear_combination` performs the final halving.

The trace is unchanged by the transformation to the eigenbasis, and $D'_{ji}=\overline{D'_{ij}}$. Hence

$$\mathrm{tr}(DL)=\sum_{i,j}D'_{ij}L'_{ji}
=\sum_{i,j}D'_{ij}\,\frac{2D'_{ji}}{p_j+p_i}
=2\sum_{i,j}\frac{|D'_{ij}|^2}{p_i+p_j}.$$

In the main proof, `ht` is the invariance of the trace, `hent` is the scalar equation for the entry $(j,i)$, and `hstar` is the conjugation rule. The last `linear_combination` combines the latter two term by term.

## Fixed eigenvectors and empty levels

If $D$ is diagonal in the same eigenbasis with real entries $d_i$, only the terms $i=j$ survive, and each equals $2d_i^2/(2p_i)$. Thus

$$\mathrm{tr}(\rho L^2)=\sum_i\frac{d_i^2}{p_i},$$

which is `classical_fisher_information`. With $d_i=\partial_\theta p_i$ this is the Fisher information of the probabilities $p_i$: the populations change while the eigenvectors stay fixed. The proof isolates the diagonal term with `Finset.sum_eq_single`.

`sld_not_unique` treats a matrix with an eigenvalue $p_k=0$. Let $u_k$ be the corresponding column of $U$. The projector $u_ku_k^\dagger$ satisfies $\rho\,u_ku_k^\dagger+u_ku_k^\dagger\rho=0$, so adding it to a solution $L$ gives a different solution. Positive semidefiniteness is therefore too weak for uniqueness. The theorem starts from a given solution and makes no claim that one exists.

## A qubit close to a pure state

Take a qubit with Bloch vector of length $r$ along $z$, where $0\le r<1$. Its eigenvalues are $p_1=(1+r)/2$ and $p_2=(1-r)/2$.

If the parameter is the angle that turns the Bloch vector towards $x$, then $D=(r/2)\sigma_x$, with $\sigma_x$ the Pauli matrix. The two off-diagonal entries have modulus $r/2$ and $p_1+p_2=1$, so

$$\mathrm{tr}(\rho L^2)=2\cdot2\cdot\frac{r^2}{4}=r^2.$$

If the parameter is $r$ itself, then $D=\sigma_z/2$ is diagonal with entries $\pm\tfrac12$, and the classical formula gives

$$\mathrm{tr}(\rho L^2)=\frac{1}{4p_1}+\frac{1}{4p_2}=\frac{1}{1-r^2}.$$

As $r\to1$ the state becomes pure and $p_2\to0$. The information about the angle tends to 1, while the information about the length diverges.
